# A distance bound for s-channel core-potential integrals between s-type Gaussians centred outside the core

The nonlocal part of an effective core potential acts only near its own atom, so two Gaussian basis functions centred far away should have a very small matrix element of it. For the s channel of a potential that is continuous on a core of radius $R$ and zero beyond it, and for two s-type Gaussians centred no closer than $R$, the following Lean file bounds the radial integral in that matrix element by a quantity computed from exponents, distances, the core radius and one moment of the potential's absolute value. The matrix element is this integral times a factor, given below, that does not depend on the distances.

```lean
import Mathlib

open MeasureTheory Set

namespace SemilocalDistanceScreening

noncomputable section

/-- The modified spherical Bessel function of order zero: `sinh x / x` for `x ≠ 0`,
and `1` at `x = 0`. -/
def i0 (x : ℝ) : ℝ := if x = 0 then 1 else Real.sinh x / x

/-- The s-wave part, at distance `r` from the core, of a Gaussian with exponent `a` whose
centre lies at distance `A` from the core. -/
def sWave (a A r : ℝ) : ℝ := Real.exp (-a * (r ^ 2 + A ^ 2)) * i0 (2 * a * A * r)

/-- The radial integral of a core potential `U` of range `R` between the s-wave parts of two
Gaussians with exponents `a`, `b` and centres at distances `A`, `B` from the core. -/
def semilocalIntegral (U : ℝ → ℝ) (a b A B R : ℝ) : ℝ :=
  ∫ r in (0 : ℝ)..R, r ^ 2 * U r * (sWave a A r * sWave b B r)

/-- The function `i0` is the average of `exp (x t)` over the cosine `t` of the polar angle. -/
theorem i0_eq_average (x : ℝ) : i0 x = 1 / 2 * ∫ t in (-1 : ℝ)..1, Real.exp (x * t) := by
  by_cases hx : x = 0
  · subst hx
    norm_num [i0]
  · have h := intervalIntegral.integral_comp_mul_left (a := -1) (b := 1) Real.exp hx
    rw [h, integral_exp, smul_eq_mul, i0, if_neg hx, Real.sinh_eq, mul_neg_one, mul_one]
    ring

/-- The s-wave part of a Gaussian is its average over the directions of the electron, where `t` is
the cosine of the angle at the core between the electron and the Gaussian centre, and
`r ^ 2 + A ^ 2 - 2 A r t` is the squared distance between these two points. -/
theorem sWave_eq_average (a A r : ℝ) :
    sWave a A r =
      1 / 2 * ∫ t in (-1 : ℝ)..1, Real.exp (-a * (r ^ 2 + A ^ 2 - 2 * A * r * t)) := by
  have h : ∀ t : ℝ, Real.exp (-a * (r ^ 2 + A ^ 2 - 2 * A * r * t)) =
      Real.exp (-a * (r ^ 2 + A ^ 2)) * Real.exp (2 * a * A * r * t) := by
    intro t
    rw [← Real.exp_add]
    congr 1
    ring
  simp only [h]
  rw [intervalIntegral.integral_const_mul, sWave, i0_eq_average]
  ring

/-- The function `i0` is continuous, also at the origin. -/
theorem continuous_i0 : Continuous i0 := by
  -- `i0` is the difference quotient of `sinh` at the origin, completed by the derivative
  have h : i0 = dslope Real.sinh 0 := by
    funext x
    by_cases hx : x = 0
    · subst hx
      simp [i0, dslope_same, (Real.hasDerivAt_sinh 0).deriv]
    · rw [dslope_of_ne _ hx, slope_def_field]
      simp [i0, hx]
  rw [h, continuous_iff_continuousAt]
  intro x
  by_cases hx : x = 0
  · subst hx
    exact continuousAt_dslope_same.2 (Real.hasDerivAt_sinh 0).differentiableAt
  · exact (continuousAt_dslope_of_ne hx).2 Real.continuous_sinh.continuousAt

/-- The s-wave part of a Gaussian is a continuous function of the distance from the core. -/
theorem continuous_sWave (a A : ℝ) : Continuous (sWave a A) := by
  unfold sWave
  exact (by fun_prop : Continuous fun r : ℝ => Real.exp (-a * (r ^ 2 + A ^ 2))).mul
    (continuous_i0.comp (by fun_prop : Continuous fun r : ℝ => 2 * a * A * r))

/-- For `x ≥ 0` the value `i0 x` is positive and at most `exp x`. -/
theorem i0_bounds {x : ℝ} (hx : 0 ≤ x) : 0 < i0 x ∧ i0 x ≤ Real.exp x := by
  rcases hx.eq_or_lt with h | h
  · subst h
    simp [i0]
  · rw [i0, if_neg h.ne']
    refine ⟨div_pos (Real.sinh_pos_iff.2 h) h, ?_⟩
    rw [div_le_iff₀ h, Real.sinh_eq]
    have h1 : Real.exp (-x) = Real.exp x * Real.exp (-2 * x) := by
      rw [← Real.exp_add]
      congr 1
      ring
    have h2 := mul_le_mul_of_nonneg_left (Real.add_one_le_exp (-2 * x)) (Real.exp_pos x).le
    nlinarith

/-- Inside a core of radius `R`, the s-wave part of a Gaussian with exponent `a > 0` centred at
distance `A ≥ R` is positive and at most the Gaussian's value at the nearest core point. -/
theorem sWave_bounds {a A R r : ℝ} (ha : 0 < a) (hr : 0 ≤ r) (hrR : r ≤ R) (hRA : R ≤ A) :
    0 < sWave a A r ∧ sWave a A r ≤ Real.exp (-a * (A - R) ^ 2) := by
  have hA : 0 ≤ A := hr.trans (hrR.trans hRA)
  obtain ⟨hpos, hle⟩ := i0_bounds (x := 2 * a * A * r) (by positivity)
  refine ⟨mul_pos (Real.exp_pos _) hpos, ?_⟩
  have hs : (A - R) ^ 2 ≤ (A - r) ^ 2 :=
    pow_le_pow_left₀ (sub_nonneg.2 hRA) (by linarith) 2
  calc sWave a A r
      ≤ Real.exp (-a * (r ^ 2 + A ^ 2)) * Real.exp (2 * a * A * r) :=
        mul_le_mul_of_nonneg_left hle (Real.exp_pos _).le
    _ = Real.exp (-a * (A - r) ^ 2) := by
        -- complete the square
        rw [← Real.exp_add]
        congr 1
        ring
    _ ≤ Real.exp (-a * (A - R) ^ 2) :=
        Real.exp_le_exp.2 (by nlinarith [mul_le_mul_of_nonneg_left hs ha.le])

/-- Screening bound with the absolute value inside the integral, for a potential continuous on
the core and Gaussians with positive exponents centred no closer than the core radius. -/
theorem integral_abs_le {U : ℝ → ℝ} {a b A B R : ℝ} (hU : ContinuousOn U (Icc 0 R))
    (ha : 0 < a) (hb : 0 < b) (hR : 0 < R) (hA : R ≤ A) (hB : R ≤ B) :
    ∫ r in (0 : ℝ)..R, |r ^ 2 * U r * (sWave a A r * sWave b B r)| ≤
      Real.exp (-a * (A - R) ^ 2 - b * (B - R) ^ 2) * ∫ r in (0 : ℝ)..R, r ^ 2 * |U r| := by
  have e : Real.exp (-a * (A - R) ^ 2 - b * (B - R) ^ 2) =
      Real.exp (-a * (A - R) ^ 2) * Real.exp (-b * (B - R) ^ 2) := by
    rw [← Real.exp_add]
    congr 1
    ring
  rw [← intervalIntegral.integral_const_mul]
  apply intervalIntegral.integral_mono_on hR.le
  · exact ContinuousOn.intervalIntegrable_of_Icc hR.le
      (((continuous_pow 2).continuousOn.mul hU).mul
        ((continuous_sWave a A).mul (continuous_sWave b B)).continuousOn).abs
  · exact ContinuousOn.intervalIntegrable_of_Icc hR.le
      (continuousOn_const.mul ((continuous_pow 2).continuousOn.mul hU.abs))
  · -- multiply the two one-centre bounds at each point of the core
    intro r hr
    obtain ⟨pA, lA⟩ := sWave_bounds ha hr.1 hr.2 hA
    obtain ⟨pB, lB⟩ := sWave_bounds hb hr.1 hr.2 hB
    rw [abs_mul, abs_mul, abs_of_nonneg (sq_nonneg r), abs_of_pos (mul_pos pA pB), e,
      mul_comm (Real.exp _ * Real.exp _)]
    exact mul_le_mul_of_nonneg_left (mul_le_mul lA lB pB.le (Real.exp_pos _).le)
      (by positivity)

/-- Distance screening: for a potential continuous on a core of radius `R > 0` and Gaussians with
positive exponents centred at distances `A, B ≥ R`, the semilocal integral is at most
`exp (-a (A - R)² - b (B - R)²)` times the integral of `r² |U|`. -/
theorem distance_screening {U : ℝ → ℝ} {a b A B R : ℝ} (hU : ContinuousOn U (Icc 0 R))
    (ha : 0 < a) (hb : 0 < b) (hR : 0 < R) (hA : R ≤ A) (hB : R ≤ B) :
    |semilocalIntegral U a b A B R| ≤
      Real.exp (-a * (A - R) ^ 2 - b * (B - R) ^ 2) * ∫ r in (0 : ℝ)..R, r ^ 2 * |U r| :=
  (intervalIntegral.abs_integral_le_integral_abs hR.le).trans
    (integral_abs_le hU ha hb hR hA hB)

/-- Screening test: under the conditions of `distance_screening`, if the integral of `r² |U|` is
at most `M > 0` and `a (A - R)² + b (B - R)²` is at least `log (M / ε)` with `ε > 0`, then the
semilocal integral is at most `ε` in absolute value. -/
theorem negligible_of_log_le {U : ℝ → ℝ} {a b A B R M ε : ℝ} (hU : ContinuousOn U (Icc 0 R))
    (ha : 0 < a) (hb : 0 < b) (hR : 0 < R) (hA : R ≤ A) (hB : R ≤ B)
    (hM : 0 < M) (hε : 0 < ε) (hUM : ∫ r in (0 : ℝ)..R, r ^ 2 * |U r| ≤ M)
    (hlog : Real.log (M / ε) ≤ a * (A - R) ^ 2 + b * (B - R) ^ 2) :
    |semilocalIntegral U a b A B R| ≤ ε := by
  have h1 := (div_le_iff₀ hε).1 ((Real.log_le_iff_le_exp (div_pos hM hε)).1 hlog)
  have h2 : Real.exp (-a * (A - R) ^ 2 - b * (B - R) ^ 2) *
      Real.exp (a * (A - R) ^ 2 + b * (B - R) ^ 2) = 1 := by
    rw [← Real.exp_add, Real.exp_eq_one_iff]
    ring
  refine (distance_screening hU ha hb hR hA hB).trans ?_
  refine (mul_le_mul_of_nonneg_left (hUM.trans h1) (Real.exp_pos _).le).trans ?_
  rw [← mul_assoc, h2, one_mul]

/-- For the constant potential `U = 1` on a core of radius `R > 0` and two Gaussians with positive
exponents centred on the core itself, the semilocal integral exceeds the screening bound. -/
theorem screening_fails_on_core {a b R : ℝ} (ha : 0 < a) (hb : 0 < b) (hR : 0 < R) :
    Real.exp (-a * (0 - R) ^ 2 - b * (0 - R) ^ 2) * ∫ r in (0 : ℝ)..R, r ^ 2 * |(1 : ℝ)| <
      |semilocalIntegral (fun _ => 1) a b 0 0 R| := by
  have h0 : ∀ c r : ℝ, sWave c 0 r = Real.exp (-c * r ^ 2) := by
    intro c r
    simp [sWave, i0]
  refine lt_of_lt_of_le ?_ (le_abs_self _)
  rw [← intervalIntegral.integral_const_mul]
  simp only [semilocalIntegral, abs_one, mul_one]
  apply intervalIntegral.integral_lt_integral_of_continuousOn_of_le_of_exists_lt hR
  · exact (continuous_const.mul (continuous_pow 2)).continuousOn
  · exact ((continuous_pow 2).mul
      ((continuous_sWave a 0).mul (continuous_sWave b 0))).continuousOn
  · intro r hr
    have hs : r ^ 2 ≤ R ^ 2 := pow_le_pow_left₀ hr.1.le hr.2 2
    rw [h0, h0, ← Real.exp_add, mul_comm]
    refine mul_le_mul_of_nonneg_left (Real.exp_le_exp.2 ?_) (sq_nonneg r)
    nlinarith [mul_le_mul_of_nonneg_left hs ha.le, mul_le_mul_of_nonneg_left hs hb.le]
  · -- halfway out, the integrand is strictly larger
    refine ⟨R / 2, ⟨by linarith, by linarith⟩, ?_⟩
    rw [h0, h0, ← Real.exp_add, mul_comm]
    refine mul_lt_mul_of_pos_left (Real.exp_lt_exp.2 ?_) (by positivity)
    nlinarith [mul_pos ha (pow_pos hR 2), mul_pos hb (pow_pos hR 2)]

end

end SemilocalDistanceScreening
```

```lean
#print axioms SemilocalDistanceScreening.sWave_eq_average
#print axioms SemilocalDistanceScreening.negligible_of_log_le
#print axioms SemilocalDistanceScreening.screening_fails_on_core
```

```
'SemilocalDistanceScreening.sWave_eq_average' depends on axioms: [propext, Classical.choice, Quot.sound]
'SemilocalDistanceScreening.negligible_of_log_le' depends on axioms: [propext, Classical.choice, Quot.sound]
'SemilocalDistanceScreening.screening_fails_on_core' depends on axioms: [propext, Classical.choice, Quot.sound]
```

## The bound and the test that follows from it

Let $U(r)$ be the radial potential, let $a,b>0$ be the Gaussian exponents, and let $A,B$ be the distances of the two Gaussian centres from the core atom. With $s_{a,A}(r)$ for the s-wave part of a Gaussian, `sWave a A r`, the theorem `distance_screening` says that for $A,B\ge R>0$

$$\left|\int_0^R r^2U(r)\,s_{a,A}(r)\,s_{b,B}(r)\,dr\right|\le e^{-a(A-R)^2-b(B-R)^2}\int_0^R r^2|U(r)|\,dr .$$

The theorem `integral_abs_le` is stronger: it gives the same right-hand side with the absolute value inside the integral, so the bound does not rely on cancellation between attractive and repulsive regions of $U$.

`negligible_of_log_le` turns this into a test. If $\int_0^R r^2|U|\,dr\le M$ with $M>0$, and $\varepsilon>0$ is a tolerance, then

$$a(A-R)^2+b(B-R)^2\ge\log(M/\varepsilon)$$

implies that the integral is at most $\varepsilon$ in absolute value. For a potential that vanishes beyond $R$, a Gaussian-basis program can use this to skip s-channel integrals between s-type primitives centred outside the core.

Finally, `screening_fails_on_core` takes $U=1$ and $A=B=0$, and finds the integral strictly larger than the claimed bound for all $a,b,R>0$. The bound therefore becomes false if $A,B\ge R$ is weakened to $A,B\ge 0$.

## From matrix element to radial integral

Put the core at the origin and consider the unnormalised Gaussian $e^{-a|\mathbf r-\mathbf A|^2}$ with $|\mathbf A|=A$. If $t$ is the cosine of the angle between $\mathbf r$ and $\mathbf A$, the squared distance is $r^2+A^2-2Art$. The s projection averages over the directions of $\mathbf r$:

$$s_{a,A}(r)=\frac12\int_{-1}^{1}e^{-a(r^2+A^2-2Art)}\,dt=e^{-a(r^2+A^2)}\,i_0(2aAr),$$

where

$$i_0(x)=\frac12\int_{-1}^1e^{xt}\,dt=\frac{\sinh x}{x}\quad(x\ne0),\qquad i_0(0)=1 .$$

The file defines `sWave` by the closed form and proves the average in `sWave_eq_average`. Only distances enter, because the s channel does not see the angle between the two centres.

The object `semilocalIntegral` is the radial integral alone. The matrix element of $U$ times the s projector is $4\pi$ times it for unnormalised Gaussians, and $4\pi(2a/\pi)^{3/4}(2b/\pi)^{3/4}$ times it for normalised ones. A tolerance on the matrix element must be divided by this factor before it is used as $\varepsilon$.

The hypothesis `ContinuousOn U (Icc 0 R)` constrains $U$ only on the core. It excludes potentials that diverge at the nucleus, and the upper limit $R$ treats the potential as zero beyond the core. The potentials tabulated for Gaussian-basis programs are usually sums of Gaussians times powers of $r$, which have a tail. For them the part beyond $R$ needs its own estimate before an integral is skipped. Where a negative power of $r$ makes such a potential diverge at the nucleus, the theorems here do not cover the core part either. Higher angular-momentum channels and Gaussians with polynomial prefactors would need other projections.

## Why the integral is small

**Bounding the Bessel function.** For $x>0$, the inequality $e^{-2x}\ge1-2x$ gives

$$i_0(x)=e^x\,\frac{1-e^{-2x}}{2x}\le e^x,$$

and $i_0(x)>0$ because $\sinh x>0$. At $x=0$ both $i_0(x)$ and $e^x$ equal 1. This is `i0_bounds`, where `Real.add_one_le_exp` supplies the exponential inequality and `nlinarith` combines it with the factorisation of $e^{-x}$.

**Completing the square.** For $0\le r\le R\le A$, the argument $2aAr$ is nonnegative, so

$$0<s_{a,A}(r)\le e^{-a(r^2+A^2)+2aAr}=e^{-a(A-r)^2}\le e^{-a(A-R)^2}.$$

The last step uses $A-r\ge A-R\ge0$. The final expression is the Gaussian's value at the core point nearest its centre. The `calc` block in `sWave_bounds` has these same three steps.

**Integrating over the core.** Multiplying the bounds for the two centres, which is allowed because both s-wave parts are positive, gives

$$|r^2U(r)\,s_{a,A}(r)\,s_{b,B}(r)|\le e^{-a(A-R)^2-b(B-R)^2}\,r^2|U(r)| .$$

In `integral_abs_le`, `mul_le_mul` performs the multiplication and `intervalIntegral.integral_mono_on` integrates the result. The latter requires both sides to be integrable, which follows from continuity. The one delicate point is $i_0$ at the origin: `continuous_i0` identifies it with the difference quotient of $\sinh$ at 0, completed there by the derivative. The triangle inequality for integrals then yields `distance_screening`.

**Applying the tolerance.** Write $S=a(A-R)^2+b(B-R)^2$. The condition $S\ge\log(M/\varepsilon)$ means $M\le\varepsilon e^S$, so the bound is at most $e^{-S}M\le\varepsilon$. In the Lean proof, `h1` is $M\le\varepsilon e^S$ and `h2` is $e^{-S}e^S=1$.

**Gaussians on the core atom.** When $A=B=0$, $i_0(0)=1$ and the product of the s-wave parts is $e^{-(a+b)r^2}$. The claimed prefactor is $e^{-(a+b)R^2}$, which is smaller at every $r<R$. With $U=1$ the integrals therefore satisfy

$$e^{-(a+b)R^2}\int_0^R r^2\,dr<\int_0^R r^2e^{-(a+b)r^2}\,dr .$$

Lean obtains the strict inequality from a pointwise comparison on the whole interval together with a strict one at $r=R/2$.
